# A bound on the total orbital magnetic quantum number of N same-spin electrons in a shell

Electrons of the same spin in a shell of angular momentum l must occupy different orbitals, labelled by integers m from −l to l. The theorem `two_mul_abs_ML_le` says that if N of these orbitals are occupied, the sum M_L of their m values satisfies 2|M_L| ≤ N(2l + 1 − N). A determinant is represented here just by its set of occupied orbitals, and no Hamiltonian enters. The proof takes the upper bound on M_L from an earlier lemma, then applies the same lemma to the reflected set, with every m replaced by −m, to get the lower bound.

An attempt in Lean 4 with a fault in it:

```lean
import Mathlib

open Finset

namespace TwoMulAbsMLLe

noncomputable section

/-- The same-spin determinants of `N` electrons in a shell of angular momentum `l`:
the `N`-element sets of orbitals `m` with `-l ≤ m ≤ l`. -/
def determinants (l N : ℕ) : Finset (Finset ℤ) :=
  (Finset.Icc (-(l : ℤ)) l).powersetCard N

/-- The total magnetic quantum number of a determinant, the sum of its occupied `m`. -/
def ML (s : Finset ℤ) : ℤ := ∑ m ∈ s, m

/-- If `n` different orbitals all have `m ≤ L`, then twice their total `ML` is at most
`n (2L + 1 - n)`. -/
theorem two_mul_ML_le (L : ℤ) (n : ℕ) : ∀ s : Finset ℤ, s.card = n →
    (∀ m ∈ s, m ≤ L) → 2 * ML s ≤ n * (2 * L + 1 - n) := by
  induction n with
  | zero =>
    intro s hs _
    rw [Finset.card_eq_zero] at hs
    simp [hs, ML]
  | succ n ih =>
    intro s hs hL
    have hne : s.Nonempty := Finset.card_pos.mp (by omega)
    have ha := s.min'_mem hne
    -- the lowest occupied orbital lies at least n steps below L
    have hsub : s ⊆ Finset.Icc (s.min' hne) L := fun m hm =>
      Finset.mem_Icc.mpr ⟨s.min'_le m hm, hL m hm⟩
    have hcard := Finset.card_le_card hsub
    rw [Int.card_Icc, hs] at hcard
    have hmin : s.min' hne ≤ L - n := by omega
    -- remove it and use the bound for n orbitals
    have hrec := ih (s.erase (s.min' hne))
      (by rw [Finset.card_erase_of_mem ha, hs]; rfl)
      (fun m hm => hL m (Finset.mem_of_mem_erase hm))
    have hsum : ML (s.erase (s.min' hne)) + s.min' hne = ML s :=
      Finset.sum_erase_add s (fun m => m) ha
    push_cast
    nlinarith

/-- Every determinant of `N` same-spin electrons satisfies `2 |ML| ≤ N (2l + 1 - N)`. -/
theorem two_mul_abs_ML_le {l N : ℕ} {s : Finset ℤ} (hs : s ∈ determinants l N) :
    2 * |ML s| ≤ (N : ℤ) * (2 * l + 1 - N) := by
  obtain ⟨hsub, hcard⟩ := Finset.mem_powersetCard.mp hs
  have hup := two_mul_ML_le l N s hcard (fun m hm => (Finset.mem_Icc.mp (hsub hm)).2)
  -- the lower bound follows by the reflection m → -m
  have hdown := two_mul_ML_le l N (s.image (fun m => -m))
    (by rw [Finset.card_image_of_injective _ neg_injective, hcard])
    (by
      intro m hm
      obtain ⟨k, hk, rfl⟩ := Finset.mem_image.mp hm
      have hk' := (Finset.mem_Icc.mp (hsub hk)).1
      show -k ≤ (l : ℤ)
      linarith)
  have hneg : ML (s.image (fun m => -m)) = -ML s := by
    unfold ML
    rw [Finset.sum_image neg_injective.injOn]
    simp
  rw [hneg] at hdown
  rcases abs_cases (ML s) with h | h <;> rw [h.1] <;> linarith

end

end TwoMulAbsMLLe
```

The compiler's answer:

```
Main.lean:62:4: error: `simp` made no progress
```

Diagnosis. The error is in `hneg`, which says that reflecting the set changes the sign of M_L. The rewrite with `Finset.sum_image` works and leaves `∑ x ∈ s, -x = -∑ x ∈ s, x`. This is an instance of the simp lemma `Finset.sum_neg_distrib`, but `simp` never gets as far as trying it. `simp` looks up its lemmas in an index, and there the summand `fun x => -x` is shortened to the bare function `Neg.neg`. The lemma's summand, `fun i => -f i`, can't be shortened that way and is filed as a lambda, so the lookup misses it. No other simp lemma applies, hence "no progress".

The repair replaces `simp` with a rewrite by `Finset.sum_neg_distrib`. `rw` is given the lemma by name and matches it against the goal by unification, without that index, so it finds that `f` is the identity. The minus sign comes outside the sum, the two sides become identical, and `rw` closes the goal. The new `himg` only states the result of `Finset.sum_image` explicitly. It leads to the same sum as before, so the change that cures the error is the one from `simp` to `rw`.

The mended proof, as a diff:

```diff
@@ -58,7 +58,8 @@
       linarith)
   have hneg : ML (s.image (fun m => -m)) = -ML s := by
+    have himg : ∑ m ∈ s.image (fun m : ℤ => -m), m = ∑ m ∈ s, -m :=
+      Finset.sum_image neg_injective.injOn
     unfold ML
-    rw [Finset.sum_image neg_injective.injOn]
-    simp
+    rw [himg, Finset.sum_neg_distrib]
   rw [hneg] at hdown
   rcases abs_cases (ML s) with h | h <;> rw [h.1] <;> linarith
```
